# Successive couplings of N spins 1/2 are counted by differences of binomial coefficients, and those ending in a singlet by Catalan numbers

Four unpaired electrons in four different orbitals have sixteen spin product states, and these combine into one quintet, three triplets and two singlets. For N spins 1/2, how many multiplets of each total spin are there?

In Lean 4 with Mathlib:

```lean
import Mathlib

open Finset

namespace SpinHalfMultiplets

/-- The difference of binomial coefficients `C(N,k) - C(N,k-1)`, with value `1` at `k = 0`.
For `2k ≤ N` it is the candidate for the number of multiplets of spin `N/2 - k`. -/
def multiplets (N : ℕ) : ℕ → ℤ
  | 0 => 1
  | k + 1 => (N.choose (k + 1) : ℤ) - (N.choose k : ℤ)

/-- The product states of `N` spins 1/2 with exactly `k` spins down, each given by the set of
sites whose spin is down. -/
def downStates (N k : ℕ) : Finset (Finset (Fin N)) :=
  powersetCard k univ

/-- The number of ways to couple `N` spins 1/2 one after another to total spin `d/2`: each new
spin raises or lowers the total spin by 1/2, and the total spin never becomes negative. -/
def couplings : ℕ → ℕ → ℕ
  | 0, 0 => 1
  | 0, _ + 1 => 0
  | N + 1, 0 => couplings N 1
  | N + 1, d + 1 => couplings N d + couplings N (d + 2)

/-- There are `C(N,k)` product states of `N` spins with `k` spins down. -/
theorem card_downStates (N k : ℕ) : (downStates N k).card = N.choose k := by
  simp [downStates, card_powersetCard]

/-- The numbers `multiplets N i` with `i ≤ k` add up to the number of product states with
`k` spins down. -/
theorem sum_multiplets (N k : ℕ) :
    ∑ i ∈ range (k + 1), multiplets N i = ((downStates N k).card : ℤ) := by
  rw [card_downStates]
  induction k with
  | zero => simp [multiplets]
  | succ k ih =>
    -- the sum telescopes
    rw [sum_range_succ, ih]
    simp only [multiplets]
    ring

/-- Suppose `m i` multiplets of spin `N/2 - i` each supply one state with `k` spins down
whenever `i ≤ k`, and together they supply all such states for every `2k ≤ N`. Then `m k` is
`multiplets N k` for every `2k ≤ N`. -/
theorem multiplets_unique (N : ℕ) (m : ℕ → ℤ)
    (h : ∀ k, 2 * k ≤ N → ∑ i ∈ range (k + 1), m i = ((downStates N k).card : ℤ))
    (k : ℕ) (hk : 2 * k ≤ N) : m k = multiplets N k := by
  cases k with
  | zero =>
    have h0 := h 0 hk
    rw [card_downStates] at h0
    simpa [multiplets] using h0
  | succ k =>
    -- subtract the state counts of two neighbouring magnetizations
    have h1 := h (k + 1) hk
    have h2 := h k (by omega)
    rw [sum_range_succ, h2, card_downStates, card_downStates] at h1
    simp only [multiplets]
    linarith

/-- Adding one spin 1/2: the entry `k + 1` for `N + 1` spins is the sum of the entries `k + 1`
and `k` for `N` spins. -/
theorem multiplets_add_spin (N k : ℕ) :
    multiplets (N + 1) (k + 1) = multiplets N (k + 1) + multiplets N k := by
  cases k with
  | zero => simp [multiplets]
  | succ k =>
    simp only [multiplets, Nat.choose_succ_succ']
    push_cast
    ring

/-- `N` spins 1/2 cannot be coupled to a total spin larger than `N/2`. -/
theorem couplings_eq_zero (N : ℕ) : ∀ d, N < d → couplings N d = 0 := by
  induction N with
  | zero =>
    intro d h
    cases d with
    | zero => omega
    | succ d => rfl
  | succ N ih =>
    intro d h
    cases d with
    | zero => omega
    | succ d =>
      have e : couplings (N + 1) (d + 1) = couplings N d + couplings N (d + 2) := rfl
      rw [e, ih d (by omega), ih (d + 2) (by omega)]

/-- For `N = d + 2k`, the number of ways to couple `N` spins 1/2 successively to total spin
`d/2 = N/2 - k` is `multiplets N k`. -/
theorem couplings_eq_multiplets (N d k : ℕ) (h : N = d + 2 * k) :
    (couplings N d : ℤ) = multiplets N k := by
  induction N generalizing d k with
  | zero =>
    obtain rfl : d = 0 := by omega
    obtain rfl : k = 0 := by omega
    simp [couplings, multiplets]
  | succ N ih =>
    cases d with
    | zero =>
      obtain ⟨j, rfl⟩ : ∃ j, k = j + 1 := ⟨k - 1, by omega⟩
      obtain rfl : N = 2 * j + 1 := by omega
      -- a singlet arises only from total spin 1/2
      have e : couplings (2 * j + 1 + 1) 0 = couplings (2 * j + 1) 1 := rfl
      have hs : multiplets (2 * j + 1) (j + 1) = 0 := by
        simp [multiplets, Nat.choose_symm_half]
      rw [e, ih 1 j (by omega), multiplets_add_spin, hs, zero_add]
    | succ d =>
      have e : couplings (N + 1) (d + 1) = couplings N d + couplings N (d + 2) := rfl
      cases k with
      | zero =>
        rw [e, couplings_eq_zero N (d + 2) (by omega), add_zero]
        exact ih d 0 (by omega)
      | succ k =>
        rw [e, Nat.cast_add, ih d (k + 1) (by omega), ih (d + 2) k (by omega),
          multiplets_add_spin]

/-- Closed form of `multiplets`: `(N-k+1) * multiplets N k = (N-2k+1) * C(N,k)`, as an identity
between integers. -/
theorem multiplets_closed_form (N k : ℕ) :
    ((N : ℤ) - k + 1) * multiplets N k = ((N : ℤ) - 2 * k + 1) * (N.choose k : ℤ) := by
  cases k with
  | zero => simp [multiplets]
  | succ k =>
    rcases le_or_gt k N with hk | hk
    · -- ratio of neighbouring binomial coefficients
      have h : (N.choose (k + 1) : ℤ) * ((k : ℤ) + 1)
          = (N.choose k : ℤ) * ((N : ℤ) - (k : ℤ)) := by
        rw [← Nat.cast_sub hk]
        exact_mod_cast Nat.choose_succ_right_eq N k
      simp only [multiplets]
      push_cast
      linear_combination h
    · have h1 : N.choose k = 0 := Nat.choose_eq_zero_of_lt hk
      have h2 : N.choose (k + 1) = 0 := Nat.choose_eq_zero_of_lt (by omega)
      simp [multiplets, h1, h2]

/-- For `2k ≤ N` the multiplet count `multiplets N k` is strictly positive. -/
theorem multiplets_pos (N k : ℕ) (hk : 2 * k ≤ N) : 0 < multiplets N k := by
  have h1 : (0 : ℤ) < (N : ℤ) - k + 1 := by omega
  have h2 : (0 : ℤ) < (N : ℤ) - 2 * k + 1 := by omega
  have h3 : (0 : ℤ) < (N.choose k : ℤ) := by
    exact_mod_cast Nat.choose_pos (show k ≤ N by omega)
  have h4 := mul_pos h2 h3
  rw [← multiplets_closed_form] at h4
  exact (mul_pos_iff_of_pos_left h1).mp h4

/-- For `2M` spins 1/2 the multiplet count at total spin zero is the `M`-th Catalan number. -/
theorem multiplets_singlet (M : ℕ) : multiplets (2 * M) M = (catalan M : ℤ) := by
  have h := multiplets_closed_form (2 * M) M
  have c := succ_mul_catalan_eq_centralBinom M
  rw [Nat.centralBinom_eq_two_mul_choose] at c
  have c' : ((M : ℤ) + 1) * (catalan M : ℤ) = ((2 * M).choose M : ℤ) := by
    exact_mod_cast c
  push_cast at h
  apply mul_left_cancel₀ (show (M : ℤ) + 1 ≠ 0 by omega)
  linear_combination h - c'

/-- The number of ways to couple `2M` spins 1/2 successively to a singlet is the `M`-th
Catalan number. -/
theorem singlet_couplings (M : ℕ) : couplings (2 * M) 0 = catalan M := by
  have h := couplings_eq_multiplets (2 * M) 0 M (by omega)
  rw [multiplets_singlet] at h
  exact_mod_cast h

end SpinHalfMultiplets
```

```lean
#print axioms SpinHalfMultiplets.sum_multiplets
-- 'SpinHalfMultiplets.sum_multiplets' depends on axioms: [propext, Classical.choice, Quot.sound]
#print axioms SpinHalfMultiplets.multiplets_unique
-- 'SpinHalfMultiplets.multiplets_unique' depends on axioms: [propext, Classical.choice, Quot.sound]
#print axioms SpinHalfMultiplets.multiplets_pos
-- 'SpinHalfMultiplets.multiplets_pos' depends on axioms: [propext, Classical.choice, Quot.sound]
#print axioms SpinHalfMultiplets.singlet_couplings
-- 'SpinHalfMultiplets.singlet_couplings' depends on axioms: [propext, Classical.choice, Quot.sound]
```

## Three ways to describe the same count

Write C(N,k) for the binomial coefficient, and let k count the steps by which the total spin lies below its maximum N/2. The proposed number of multiplets of spin S = N/2 − k is

f(N,0) = 1,

f(N,k) = C(N,k) − C(N,k−1) for k ≥ 1.

This is `multiplets N k`. Its values are integers and not natural numbers, because the difference becomes negative for some k beyond N/2, where it no longer counts anything. For N = 4 the values at k = 0, 1, 2 are 1, 3 and 2, as in the example above.

The file ties this formula to two counts with a physical meaning.

The first is a count of product states. A product state of N spins along a fixed axis is determined by the set of sites whose spin is down, so `downStates N k` is the collection of k-element subsets of `Fin N`. Here k is the number of spins down. It fixes the magnetization M = N/2 − k, in units of ħ, but not the total spin: with one spin up and one down, for example, the product state is a mixture of singlet and triplet. The theorem `card_downStates` says that there are C(N,k) of them.

The second is a count of coupling histories. The spins are added one at a time, and each new spin raises or lowers the total spin by 1/2, except that a total spin of zero can only be raised. The number `couplings N d` counts the histories of N spins that end at total spin d/2. The argument d is twice the spin, which keeps half-integers out of the definition. The starting value `couplings 0 0 = 1` says that no spins at all form a single state of spin zero.

Two facts about angular momentum enter as input. A multiplet of spin S contains exactly one state for each M = −S, −S+1, ..., S. Coupling a spin S > 0 to a spin 1/2 gives S + 1/2 and S − 1/2 once each, while S = 0 gives only 1/2. The first fact appears as the hypothesis of `multiplets_unique`, the second as the recursive definition of `couplings`. The file contains no Hilbert space and no spin operators, and it derives neither fact from the commutation relations.

In electronic structure, for 2k ≤ N, f(N,k) is the number of linearly independent spin functions with total spin S = N/2 − k and one fixed value of M between −S and S, for one fixed orbital configuration with N singly occupied orbitals. Counting all values of M gives 2S + 1 times as many. It says nothing about their energies or about how they mix with other configurations.

## Subtracting neighbouring magnetizations

Let m(i) be the unknown number of multiplets of spin N/2 − i. Such a multiplet has a state with k spins down exactly when

i ≤ k ≤ N − i.

In the upper half of the magnetization range, where 2k ≤ N, the right-hand inequality follows from the left-hand one: i ≤ k gives N − i ≥ N − k ≥ k. Counting all states with k spins down therefore gives

m(0) + m(1) + ... + m(k) = C(N,k) for 2k ≤ N.

At k = 0 this reads m(0) = 1. For k ≥ 1, subtracting the equation for k − 1 from the equation for k leaves

m(k) = C(N,k) − C(N,k−1) = f(N,k).

This is `multiplets_unique`. Its hypothesis `h` is the state count for every k with `2 * k ≤ N`, and its conclusion is `m k = multiplets N k` in the same range. The function `m` may take any integer values, so no positivity is assumed. The proof treats k = 0 separately. For k + 1 it takes the two neighbouring state counts, splits off the last term of the longer sum with `sum_range_succ`, and lets `linarith` do the subtraction.

Conversely, the numbers f(N,i) do satisfy these equations, because their sum telescopes:

1 + [C(N,1) − C(N,0)] + ... + [C(N,k) − C(N,k−1)] = C(N,k).

The theorem `sum_multiplets` proves this by induction on k, with `ring` cancelling the neighbouring binomials. The identity holds for every k, although its reading as a count of states belongs to 2k ≤ N.

## Adding one spin at a time

Pascal's rule gives f a recursion in the number of spins. For k ≥ 1,

f(N+1,k+1) = C(N+1,k+1) − C(N+1,k)

= [C(N,k+1) + C(N,k)] − [C(N,k) + C(N,k−1)]

= f(N,k+1) + f(N,k).

For k = 0 the left side is (N+1) − 1 = N and the right side is (N − 1) + 1 = N. These are the two cases in the proof of `multiplets_add_spin`, where `Nat.choose_succ_succ'` supplies Pascal's rule.

Now write P(N,d) for the number of coupling histories. The claim, `couplings_eq_multiplets`, is

P(N,d) = f(N,k) whenever N = d + 2k.

The condition N = d + 2k says that the final spin d/2 equals N/2 − k. The proof is by induction on N, for all d and k together, because the step refers to neighbouring spins. For N = 0 both d and k vanish, and both sides are 1. The step from N to N + 1 has three cases.

**Spin strictly between zero and the maximum.** Let the new final spin be (d+1)/2, with N + 1 = (d+1) + 2(k+1). The last spin was coupled to a total spin of either d/2 or (d+2)/2. Since N = d + 2(k+1) = (d+2) + 2k, the induction hypothesis applies to both possibilities:

P(N+1,d+1) = P(N,d) + P(N,d+2) = f(N,k+1) + f(N,k) = f(N+1,k+1).

**Maximum spin.** Here N + 1 = d + 1. A previous spin of (d+2)/2 would exceed N/2, which is impossible, so

P(N+1,d+1) = P(N,d) = f(N,0) = 1 = f(N+1,0).

The vanishing of the other term is the lemma `couplings_eq_zero`, which has its own short induction.

**Spin zero.** Here N + 1 = 2(j+1), so N = 2j + 1. A singlet can only come from total spin 1/2, hence

P(2j+2,0) = P(2j+1,1) = f(2j+1,j).

The recursion for f has one more term:

f(2j+2,j+1) = f(2j+1,j+1) + f(2j+1,j).

That extra term is C(2j+1,j+1) − C(2j+1,j), which is zero by the symmetry of the binomial coefficients. In the code this is the statement `hs`, obtained from `Nat.choose_symm_half`. The formula thus respects the floor at spin zero by itself.

In the proof, `omega` checks the relations between N, d and k in each case. The equations named `e` unfold one step of the definition of `couplings`.

## The factor 2S + 1 and the singlets

Neighbouring binomial coefficients are related by

(k+1) C(N,k+1) = (N−k) C(N,k).

Multiply f(N,k+1) by N − k and use this relation in the second term:

(N−k) f(N,k+1) = (N−k) C(N,k+1) − (N−k) C(N,k)

= (N−k) C(N,k+1) − (k+1) C(N,k+1)

= (N−2k−1) C(N,k+1).

With k in place of k + 1 this becomes

(N−k+1) f(N,k) = (N−2k+1) C(N,k),

and for k = 0 both sides equal N + 1. This is `multiplets_closed_form`. It holds for all natural N and k; when the binomials in f(N,k+1) lie beyond the end of the row, both sides are zero, and the proof treats that case separately. In the main case, `linear_combination h` performs the substitution above, with `h` the ratio relation.

In terms of S = N/2 − k, the factor N − 2k + 1 is 2S + 1, the number of states in one multiplet. For 2k ≤ N the two linear factors and C(N,k) are all positive, so f(N,k) is positive as well. This is `multiplets_pos`: together with the coupling theorem, it shows that each spin N/2, N/2 − 1, ..., down to 0 or 1/2 is reached by at least one coupling history.

From here on M denotes half the number of spins, not the magnetization. For N = 2M and k = M the total spin is zero and the closed form reduces to

(M+1) f(2M,M) = C(2M,M).

The Catalan number satisfies the same equation, which Mathlib provides as `succ_mul_catalan_eq_centralBinom`. Cancelling the nonzero factor M + 1 gives `multiplets_singlet`. Combined with the coupling theorem at d = 0, it yields `singlet_couplings`: the number of ways to couple 2M spins 1/2 successively to a singlet is the M-th Catalan number. For 0, 2, 4, 6 and 8 spins these numbers are 1, 1, 2, 5 and 14.

## What goes wrong without the conditions on k and d

Without 2k ≤ N, positivity fails. For two spins and k = 2,

f(2,2) = C(2,2) − C(2,1) = 1 − 2 = −1.

The physical reason is visible in the same example. The only state with both spins down belongs to the triplet, and the singlet has no state there. A sum over all i ≤ k nevertheless includes the singlet, and the value −1 compensates for it.

The bound is also needed in the conclusion of `multiplets_unique`. For N = 1 the hypothesis constrains only k = 0 and gives m(0) = 1. The value m(1) remains free and could be 7, whereas f(1,1) = 0.

The coupling theorem needs N = d + 2k. Take N = 2, d = 1 and k = 1, so that the relation is violated. Two spins 1/2 never couple to total spin 1/2, so P(2,1) = 0, but f(2,1) = 2 − 1 = 1, which is the number of singlets.
